# Existence of the stress at every strain for a Landau energy with a relaxed soft mode

A real soft-mode amplitude Q is coupled to a scalar strain e in the Landau energy A Q²/2 + b Q⁴/4 + g e Q² + C e²/2, with b > 0 and A, g, C arbitrary real numbers. The elastic energy at strain e is the infimum of this expression over Q. The declaration `hasDerivAt_elasticEnergy` states that the elastic energy is differentiable at every e, and that its derivative, the stress, is C e − g min(A + 2 g e, 0)/b. The proof replaces the infimum by its closed form, C e²/2 − min(A + 2 g e, 0)²/(4b), and differentiates the two terms separately, using the chain rule for the squared minimum.

As first written in Lean, the proof fails:

```lean
import Mathlib

open Filter Topology

namespace SoftModeStrainCoupling

noncomputable section

/-- Landau energy of a soft-mode amplitude `Q` coupled to a strain `e` through `g e Q²`. -/
def landauEnergy (A b g C Q e : ℝ) : ℝ :=
  A * Q ^ 2 / 2 + b * Q ^ 4 / 4 + g * e * Q ^ 2 + C * e ^ 2 / 2

/-- Elastic energy at strain `e` when the soft mode relaxes: the infimum over `Q`. -/
def elasticEnergy (A b g C e : ℝ) : ℝ := ⨅ Q : ℝ, landauEnergy A b g C Q e

/-- At fixed strain the energy has a minimum over the soft-mode amplitude, and its value is
`C e²/2 - min(A + 2 g e, 0)²/(4 b)`. -/
theorem isLeast_over_mode {b : ℝ} (hb : 0 < b) (A g C e : ℝ) :
    IsLeast (Set.range fun Q : ℝ => landauEnergy A b g C Q e)
      (C * e ^ 2 / 2 - (min (A + 2 * g * e) 0) ^ 2 / (4 * b)) := by
  -- complete the square in `Q²`
  have key : ∀ m Q : ℝ, landauEnergy A b g C Q e =
      C * e ^ 2 / 2 - m ^ 2 / (4 * b) + (b * Q ^ 2 + m) ^ 2 / (4 * b)
        + (A + 2 * g * e - m) / 2 * Q ^ 2 := by
    intro m Q
    unfold landauEnergy
    field_simp
    ring
  have hm0 : min (A + 2 * g * e) 0 ≤ 0 := min_le_right _ _
  have hma : min (A + 2 * g * e) 0 ≤ A + 2 * g * e := min_le_left _ _
  have hcase : min (A + 2 * g * e) 0 = A + 2 * g * e ∨ min (A + 2 * g * e) 0 = 0 :=
    min_choice _ _
  generalize min (A + 2 * g * e) 0 = m at hm0 hma hcase ⊢
  constructor
  · -- the minimum sits at `Q² = -m / b`
    refine ⟨Real.sqrt (-m / b), ?_⟩
    have hQ : Real.sqrt (-m / b) ^ 2 = -m / b :=
      Real.sq_sqrt (div_nonneg (by linarith) hb.le)
    have h1 : b * (-m / b) + m = 0 := by
      have : b * (-m / b) = -m := by field_simp
      linarith
    have h2 : (A + 2 * g * e - m) / 2 * (-m / b) = 0 := by
      rcases hcase with h | h
      · rw [← h]; simp
      · rw [h]; simp
    show landauEnergy A b g C (Real.sqrt (-m / b)) e = _
    rw [key m, hQ, h1, h2]
    simp
  · rintro _ ⟨Q, rfl⟩
    show _ ≤ landauEnergy A b g C Q e
    rw [key m Q]
    have h1 : 0 ≤ (b * Q ^ 2 + m) ^ 2 / (4 * b) := by positivity
    have h2 : 0 ≤ (A + 2 * g * e - m) / 2 * Q ^ 2 :=
      mul_nonneg (by linarith) (sq_nonneg Q)
    linarith

/-- Closed form of the elastic energy with the soft mode relaxed. -/
theorem elasticEnergy_eq {b : ℝ} (hb : 0 < b) (A g C e : ℝ) :
    elasticEnergy A b g C e =
      C * e ^ 2 / 2 - (min (A + 2 * g * e) 0) ^ 2 / (4 * b) :=
  (isLeast_over_mode hb A g C e).csInf_eq

/-- The squared negative part `min(x, 0)²` has derivative `2 min(x, 0)` at every `x`. -/
theorem hasDerivAt_min_sq (x : ℝ) :
    HasDerivAt (fun y : ℝ => (min y 0) ^ 2) (2 * min x 0) x := by
  rw [hasDerivAt_iff_isLittleO]
  refine Asymptotics.IsBigO.trans_isLittleO ?_
    (Asymptotics.isLittleO_pow_sub_sub x (m := 2) (by norm_num))
  -- the remainder is at most `(y - x)²`
  refine Asymptotics.IsBigO.of_bound 1 (Eventually.of_forall fun y => ?_)
  have hn : ‖‖y - x‖ ^ 2‖ = (y - x) ^ 2 := by
    rw [norm_pow, norm_norm, Real.norm_eq_abs, sq_abs]
  rw [hn, Real.norm_eq_abs, abs_le]
  simp only [smul_eq_mul]
  rcases le_total x 0 with hx | hx <;> rcases le_total y 0 with hy | hy <;>
    simp only [min_eq_left, min_eq_right, hx, hy] <;> constructor <;>
    nlinarith [sq_nonneg x, sq_nonneg y, sq_nonneg (y - x)]

/-- The stress, the first derivative of the elastic energy, exists at every strain and equals
`C e - g min(A + 2 g e, 0)/b`. -/
theorem hasDerivAt_elasticEnergy {b : ℝ} (hb : 0 < b) (A g C e : ℝ) :
    HasDerivAt (elasticEnergy A b g C) (C * e - g * min (A + 2 * g * e) 0 / b) e := by
  have hG : elasticEnergy A b g C =
      fun x => C / 2 * (x * x) - 1 / (4 * b) * (min (A + 2 * g * x) 0) ^ 2 := by
    funext x
    rw [elasticEnergy_eq hb]
    ring
  have h1 : HasDerivAt (fun x : ℝ => A + 2 * g * x) (2 * g) e :=
    (((hasDerivAt_id' e).const_mul (2 * g)).const_add A).congr_deriv (by ring)
  have h2 : HasDerivAt (fun x : ℝ => (min (A + 2 * g * x) 0) ^ 2)
      (2 * min (A + 2 * g * e) 0 * (2 * g)) e :=
    (hasDerivAt_min_sq (A + 2 * g * e)).comp e h1
  have h3 : HasDerivAt (fun x : ℝ => C / 2 * (x * x)) (C * e) e :=
    (((hasDerivAt_id' e).fun_mul (hasDerivAt_id' e)).const_mul (C / 2)).congr_deriv (by ring)
  rw [hG]
  refine (h3.fun_sub (h2.const_mul (1 / (4 * b)))).congr_deriv ?_
  generalize min (A + 2 * g * e) 0 = m
  ring

end

end SoftModeStrainCoupling
```

Messages:

```
Main.lean:92:4: error: Type mismatch
  HasDerivAt.comp e ?m.309 h1
has type
  HasDerivAt (?m.306 ∘ fun x => A + 2 * g * x) (?m.308 * (2 * g)) e
but is expected to have type
  HasDerivAt (fun x => min (A + 2 * g * x) 0 ^ 2) (2 * min (A + 2 * g * e) 0 * (2 * g)) e
```

Diagnosis. The error is in `h2`, the chain-rule step. `HasDerivAt.comp` gives a derivative for a composition written with `∘`, whereas `h2` states it for the written-out function `fun x => min (A + 2 * g * x) 0 ^ 2`. In the message the outer function is still the unknown `?m.306`, and the proof about it is the unknown `?m.309`: Lean compared the two types before using `hasDerivAt_min_sq` to fix the outer function. It then had to find a function whose value at `A + 2 * g * x` is the given square. Because that argument is not a bare variable, Lean's pattern rule for unknown functions does not apply, and the match failed.

The repair first builds the composition as `hcomp`, with no stated type to match. The outer function is thereby fixed as `fun y => min y 0 ^ 2`. `exact hcomp` then compares two known functions, which agree by definition once `∘` is unfolded. The added `by` allows these two steps; the statement of `h2` and the chain-rule argument are unchanged.

The change, after which it compiles:

```diff
@@ -89,6 +89,7 @@
     (((hasDerivAt_id' e).const_mul (2 * g)).const_add A).congr_deriv (by ring)
   have h2 : HasDerivAt (fun x : ℝ => (min (A + 2 * g * x) 0) ^ 2)
-      (2 * min (A + 2 * g * e) 0 * (2 * g)) e :=
-    (hasDerivAt_min_sq (A + 2 * g * e)).comp e h1
+      (2 * min (A + 2 * g * e) 0 * (2 * g)) e := by
+    have hcomp := (hasDerivAt_min_sq (A + 2 * g * e)).comp e h1
+    exact hcomp
   have h3 : HasDerivAt (fun x : ℝ => C / 2 * (x * x)) (C * e) e :=
     (((hasDerivAt_id' e).fun_mul (hasDerivAt_id' e)).const_mul (C / 2)).congr_deriv (by ring)
```
